# Vacuum polarization at threshold: the $-8\alpha/(9\pi)$ correction to one-photon annihilation in positronium

Take the integral $\int_0^1 \ln u\,du$. The integrand goes to $-\infty$ at $u=0$, but its primitive $u\ln u-u$ tends to $0$ there, so the area is finite:

$$\int_0^1\ln u\,du=\big[u\ln u-u\big]_0^1=-1 .$$

Because $\ln u$ never changes sign on $(0,1)$, no cancellation is involved: the bounded primitive limits the area of $|\ln u|$ itself.

The integrand of the one-loop vacuum polarization at $q^2=4m^2$ has the same kind of singularity, in the middle of the Feynman-parameter range. Here $q$ is the photon momentum, $m$ the electron mass and $\alpha$ the fine-structure constant, with $\hbar=c=1$. The integral to be computed is

$$\int_0^1 x(1-x)\ln\big(1-4x(1-x)\big)\,dx=-\frac49 .$$

In NRQED, one-photon annihilation of a slow electron–positron pair is represented by a contact interaction, and this number fixes the one-loop vacuum-polarization part of its matching coefficient at threshold, with vertex corrections left aside.

## The definitions

```lean
import Mathlib

open MeasureTheory

namespace VacuumPolarizationThreshold

noncomputable section
```

The file loads Mathlib and opens its measure theory, where `volume` denotes Lebesgue measure, here ordinary length on the real line.

```lean
/-- The Feynman-parameter integrand of the vacuum polarization at `q² = 4m²`. -/
def thresholdIntegrand (x : ℝ) : ℝ := x * (1 - x) * Real.log (1 - 4 * x * (1 - x))
```

This is the threshold integrand

$$f(x)=x(1-x)\ln\big(1-4x(1-x)\big).$$

The annotation `(x : ℝ)` says that $x$ is a real number. The function is defined on the whole line; the physical range $[0,1]$ enters with the integral.

```lean
/-- The real part of the renormalized one-loop vacuum polarization at momentum transfer squared `q2`,
for coupling `α` and electron mass `m`, as a Feynman-parameter integral. -/
def vacuumPolarization (α m q2 : ℝ) : ℝ :=
  2 * α / Real.pi * ∫ x in (0 : ℝ)..1, x * (1 - x) * Real.log (1 - x * (1 - x) * q2 / m ^ 2)
```

For a general momentum transfer squared `q2`, the renormalized one-loop vacuum polarization is

$$\Pi(q^2)=\frac{2\alpha}{\pi}\int_0^1 x(1-x)\ln\!\Big(1-\frac{x(1-x)q^2}{m^2}\Big)dx .$$

This fixes the sign convention and the subtraction $\Pi(0)=0$. The formula is taken as the definition; the loop calculation leading to it is not part of the file. Lean's `Real.log` is defined for every real argument: it returns $\ln|y|$ for $y\neq0$ and $0$ at $y=0$, so above threshold the definition describes only the real part of $\Pi$.

```lean
/-- The one-photon annihilation energy with tree value `E₀`, multiplied by the dressed
propagator factor `1 / (1 - Π)` at `q² = 4m²`. -/
def dressedAnnihilation (E₀ α m : ℝ) : ℝ := E₀ / (1 - vacuumPolarization α m (4 * m ^ 2))
```

The annihilation energy is modelled as a tree value $E_0$ times the dressed propagator factor:

$$E=\frac{E_0}{1-\Pi(4m^2)} .$$

The pair is treated as annihilating at rest, so the photon carries $q^2=4m^2$. The binding energy and relative momentum are neglected in this argument.

## The primitive

```lean
/-- A primitive of `(1 - u²) log |u|` away from `u = 0`. -/
def logPrimitive (u : ℝ) : ℝ := (1 - u ^ 2 / 3) * (u * Real.log u) - u + u ^ 3 / 9
```

In ordinary notation,

$$L(u)=\Big(1-\frac{u^2}{3}\Big)u\ln|u|-u+\frac{u^3}{9}.$$

It comes from integrating $(1-u^2)\ln|u|$ by parts. The first term contributes $u\ln|u|-u$, and the second contributes $-\tfrac{u^3}{3}\ln|u|+\tfrac{u^3}{9}$. The logarithm appears only in the combination $u\ln|u|$, which is continuous at $0$.

```lean
/-- A primitive of the threshold integrand away from `x = 1/2`. -/
def thresholdPrimitive (x : ℝ) : ℝ := logPrimitive (2 * x - 1) / 4
```

With $u=2x-1$, the primitive of the threshold integrand is $F(x)=L(2x-1)/4$.

The factor $4$ is easy to get wrong. One factor $2$ comes from the integrand written in terms of $u$, and another from $dx=du/2$. Forgetting the second would give $-8/9$ for the integral and double the physical correction.

## The singularity

```lean
/-- In the variable `u = 2x - 1` the threshold integrand is `(1 - u²) log |u| / 2`. -/
theorem thresholdIntegrand_eq (x : ℝ) :
    thresholdIntegrand x = (1 - (2 * x - 1) ^ 2) * Real.log (2 * x - 1) / 2 := by
  have h : 1 - 4 * x * (1 - x) = (2 * x - 1) ^ 2 := by ring
  unfold thresholdIntegrand
  rw [h, Real.log_pow]
  push_cast
  ring
```

A theorem in Lean consists of a name, its variables and hypotheses, a statement after the colon, and a proof after `:=`. This one states

$$f(x)=\frac{(1-u^2)\ln|u|}{2},\qquad u=2x-1 .$$

By hand, $x(1-x)=(1-u^2)/4$ and $1-4x(1-x)=u^2$, while $\ln u^2=2\ln|u|$. The proof establishes the square as `h`, applies `Real.log_pow`, and leaves the remaining algebra to `ring`.

```lean
/-- The threshold integrand takes arbitrarily large negative values inside `(0, 1)`. -/
theorem thresholdIntegrand_unbounded (C : ℝ) :
    ∃ x ∈ Set.Ioo (0 : ℝ) 1, thresholdIntegrand x < -C := by
  -- approach the midpoint exponentially closely
  obtain ⟨K, hK⟩ : ∃ K : ℝ, K = 1 + 4 * |C| := ⟨_, rfl⟩
  have hC := abs_nonneg C
  have hC' := le_abs_self C
  have hu := Real.exp_pos (-K)
  have hprod : Real.exp (-K) * Real.exp K = 1 := by
    rw [← Real.exp_add]; simp
  have hle := mul_le_mul_of_nonneg_left (Real.add_one_le_exp K) hu.le
  have hhalf : Real.exp (-K) ≤ 1 / 2 := by nlinarith
  refine ⟨(1 + Real.exp (-K)) / 2, ⟨by linarith, by linarith⟩, ?_⟩
  have harg : 2 * ((1 + Real.exp (-K)) / 2) - 1 = Real.exp (-K) := by ring
  rw [thresholdIntegrand_eq, harg, Real.log_exp]
  have hsq : Real.exp (-K) ^ 2 ≤ 1 / 4 := by nlinarith
  have hKpos : 0 ≤ K := by linarith
  have := mul_nonneg hKpos (sub_nonneg.2 hsq)
  nlinarith
```

For every real $C$ there is a point $x$ strictly between $0$ and $1$ with $f(x)<-C$. The notation `Set.Ioo` means an open interval.

Choose $K=1+4|C|$ and $x=(1+e^{-K})/2$, so that $u=e^{-K}$ and $\ln u=-K$. Since $e^K\ge K+1\ge2$, we have $u\le1/2$ and $u^2\le1/4$. Therefore

$$f(x)=-\frac{K(1-u^2)}2\le-\frac{3K}{8}=-\frac38-\frac32|C|<-C .$$

The Lean proof uses the same point. `hhalf` and `hsq` are the bounds on $u$ and $u^2$, and the closing `nlinarith` combines the inequalities.

```lean
/-- Away from the midpoint the derivative of the primitive is the threshold integrand. -/
theorem hasDerivAt_thresholdPrimitive {x : ℝ} (hx : 2 * x - 1 ≠ 0) :
    HasDerivAt thresholdPrimitive (thresholdIntegrand x) x := by
  have hG : ∀ u : ℝ, u ≠ 0 → HasDerivAt logPrimitive ((1 - u ^ 2) * Real.log u) u := by
    intro u hu
    have h1 : HasDerivAt (fun v : ℝ => 1 - v ^ 2 / 3) (-(2 * u / 3)) u :=
      (((hasDerivAt_pow 2 u).div_const 3).const_sub 1).congr_deriv (by norm_num)
    have h3 : HasDerivAt (fun v : ℝ => v ^ 3 / 9) (u ^ 2 / 3) u :=
      ((hasDerivAt_pow 3 u).div_const 9).congr_deriv (by norm_num; ring)
    exact (((h1.fun_mul (Real.hasDerivAt_mul_log hu)).fun_sub
      (hasDerivAt_id' u)).fun_add h3).congr_deriv (by ring)
  have hlin : HasDerivAt (fun y : ℝ => 2 * y - 1) 2 x :=
    (((hasDerivAt_id' x).const_mul 2).sub_const 1).congr_deriv (by norm_num)
  have h := (HasDerivAt.comp x (hG (2 * x - 1) hx) hlin).div_const 4
  exact h.congr_deriv (by rw [thresholdIntegrand_eq]; ring)
```

If $2x-1\neq0$, then $F'(x)=f(x)$. In Lean, `HasDerivAt F d x` says that $F$ is differentiable at $x$ with derivative $d$. Differentiating $L$ by the product rule gives

$$L'(u)=-\frac{2u}{3}\,u\ln|u|+\Big(1-\frac{u^2}{3}\Big)(\ln|u|+1)-1+\frac{u^2}{3}=(1-u^2)\ln|u| .$$

The chain rule then gives

$$F'(x)=\frac{2}{4}L'(2x-1)=\frac{(1-u^2)\ln|u|}{2}=f(x).$$

Inside the proof, `hG` is the derivative of $L$, `hlin` is the derivative of $2x-1$, and `HasDerivAt.comp` is the chain rule.

## From the primitive to the integral

```lean
/-- On a subinterval of `[0, 1]` without the midpoint in its interior, the threshold
integrand is integrable and its integral is the difference of the primitive. -/
theorem threshold_piece {a b : ℝ} (ha : 0 ≤ a) (hab : a ≤ b) (hb : b ≤ 1)
    (h : ∀ x ∈ Set.Ioo a b, 2 * x - 1 ≠ 0) :
    IntervalIntegrable thresholdIntegrand volume a b ∧
      ∫ x in a..b, thresholdIntegrand x = thresholdPrimitive b - thresholdPrimitive a := by
  have hG : Continuous logPrimitive :=
    (((by fun_prop : Continuous fun u : ℝ => 1 - u ^ 2 / 3).mul
      Real.continuous_mul_log).sub continuous_id).add
      (by fun_prop : Continuous fun u : ℝ => u ^ 3 / 9)
  have hF : Continuous thresholdPrimitive :=
    (hG.comp (by fun_prop : Continuous fun x : ℝ => 2 * x - 1)).div_const 4
  -- the integrand has a fixed sign, so its continuous primitive controls integrability
  have hneg : IntervalIntegrable (fun x => -thresholdIntegrand x) volume a b := by
    apply intervalIntegral.intervalIntegrable_deriv_of_nonneg
      (g := fun x => -thresholdPrimitive x)
    · exact hF.neg.continuousOn
    · intro x hx
      rw [min_eq_left hab, max_eq_right hab] at hx
      exact (hasDerivAt_thresholdPrimitive (h x hx)).fun_neg
    · intro x hx
      rw [min_eq_left hab, max_eq_right hab] at hx
      have h0 : 0 ≤ x * (1 - x) :=
        mul_nonneg (by linarith [hx.1]) (by linarith [hx.2])
      have hlog : Real.log (1 - 4 * x * (1 - x)) ≤ 0 :=
        Real.log_nonpos (by nlinarith [sq_nonneg (2 * x - 1)]) (by linarith)
      unfold thresholdIntegrand
      nlinarith [mul_nonneg h0 (neg_nonneg.2 hlog)]
  have hint : IntervalIntegrable thresholdIntegrand volume a b := by
    have h2 := hneg.neg
    convert h2 using 1
    ext x
    simp
  exact ⟨hint, intervalIntegral.integral_eq_sub_of_hasDerivAt_of_le hab hF.continuousOn
    (fun x hx => hasDerivAt_thresholdPrimitive (h x hx)) hint⟩
```

Let $0\le a\le b\le1$, with the midpoint $1/2$ not in the open interval $(a,b)$. It may be an endpoint. Then $f$ is integrable from $a$ to $b$, and

$$\int_a^b f(x)\,dx=F(b)-F(a).$$

The symbol `∧` joins the two conclusions.

By hand, suppose first that $b=1/2$ and $a<b$. On $(a,b)$ the factor $x(1-x)$ is nonnegative and the logarithm's argument $u^2$ lies between $0$ and $1$, so $f\le0$. Stopping a small distance $\varepsilon$ before the singularity gives

$$\int_a^{b-\varepsilon}|f(x)|\,dx=F(a)-F(b-\varepsilon).$$

As $\varepsilon\to0$, continuity of $F$ makes the right side tend to $F(a)-F(b)$, which is finite. Thus $f$ is absolutely integrable and its integral is $F(b)-F(a)$. A singularity at $a$ is treated in the same way from the other side. If neither endpoint is $1/2$, then $f$ is continuous on $[a,b]$ and the ordinary fundamental theorem of calculus applies; if $a=b$ everything is zero.

In Lean, `hF` is the continuity of $F$. The step `hneg` applies a Mathlib theorem saying that a nonnegative derivative of a continuous function is integrable; since $f$ is negative, it is applied to $-f$ and $-F$. The last step is the fundamental theorem of calculus in a form that asks for the derivative only in the open interval.

```lean
/-- The threshold integrand is integrable on `[0, 1]` and its integral is `-4/9`. -/
theorem threshold_integral :
    IntervalIntegrable thresholdIntegrand volume 0 1 ∧
      ∫ x in (0 : ℝ)..1, thresholdIntegrand x = -4 / 9 := by
  -- split at the logarithmic singularity
  obtain ⟨i1, e1⟩ := threshold_piece (a := 0) (b := 1 / 2) le_rfl (by norm_num) (by norm_num)
    (fun x hx => ne_of_lt (by linarith [hx.2]))
  obtain ⟨i2, e2⟩ := threshold_piece (a := 1 / 2) (b := 1) (by norm_num) (by norm_num) le_rfl
    (fun x hx => ne_of_gt (by linarith [hx.1]))
  refine ⟨i1.trans i2, ?_⟩
  have v0 : thresholdPrimitive 0 = 2 / 9 := by
    norm_num [thresholdPrimitive, logPrimitive]
  have v1 : thresholdPrimitive 1 = -2 / 9 := by
    norm_num [thresholdPrimitive, logPrimitive]
  rw [← intervalIntegral.integral_add_adjacent_intervals i1 i2, e1, e2, v0, v1]
  ring
```

The function $f$ is integrable on $[0,1]$ and its integral is $-4/9$. Split the range at $1/2$. The needed values are

$$F(0)=\frac{L(-1)}4=\frac29,\qquad F\big(\tfrac12\big)=\frac{L(0)}4=0,\qquad F(1)=\frac{L(1)}4=-\frac29 .$$

Each half contributes $-2/9$:

$$\int_0^1 f(x)\,dx=\Big(0-\frac29\Big)+\Big(-\frac29-0\Big)=-\frac49 .$$

In the code, `i1` and `i2` are the integrability statements and `e1` and `e2` the two integrals. The value $F(1/2)$ is never computed there, because it cancels in the sum.

## The physical correction

```lean
/-- For a massive electron the one-loop vacuum polarization at `q² = 4m²` equals
`-8α/(9π)`. -/
theorem vacuumPolarization_threshold (α : ℝ) {m : ℝ} (hm : m ≠ 0) :
    vacuumPolarization α m (4 * m ^ 2) = -(8 * α / (9 * Real.pi)) := by
  have h : ∀ x : ℝ, x * (1 - x) * Real.log (1 - x * (1 - x) * (4 * m ^ 2) / m ^ 2)
      = thresholdIntegrand x := by
    intro x
    have hx : x * (1 - x) * (4 * m ^ 2) / m ^ 2 = 4 * x * (1 - x) := by
      rw [div_eq_iff (pow_ne_zero 2 hm)]
      ring
    rw [hx, thresholdIntegrand]
  unfold vacuumPolarization
  simp only [h]
  rw [threshold_integral.2]
  ring
```

For every real $\alpha$ and every $m\neq0$,

$$\Pi(4m^2)=-\frac{8\alpha}{9\pi}.$$

Substituting $q^2=4m^2$ cancels the mass in the logarithm, leaving $f(x)$. The prefactor then gives

$$\frac{2\alpha}{\pi}\Big(-\frac49\Big)=-\frac{8\alpha}{9\pi}.$$

The local statement `h` performs the cancellation for every $x$, after which the previous theorem supplies the integral. Braces around `m` in the statement mean that Lean infers $m$ from context; they do not restrict it.

```lean
/-- Vacuum polarization changes the one-photon annihilation term by the relative amount
`-8α/(9π)`, up to a relative error of at most `(8α/(9π))²`. -/
theorem annihilation_relative_correction (E₀ : ℝ) {α m : ℝ} (hα : 0 ≤ α) (hm : m ≠ 0) :
    |dressedAnnihilation E₀ α m - E₀ * (1 - 8 * α / (9 * Real.pi))|
      ≤ |E₀| * (8 * α / (9 * Real.pi)) ^ 2 := by
  unfold dressedAnnihilation
  rw [vacuumPolarization_threshold α hm]
  have ht : 0 ≤ 8 * α / (9 * Real.pi) := by positivity
  generalize 8 * α / (9 * Real.pi) = t at ht ⊢
  have hpos : 0 < 1 + t := by linarith
  -- the remainder of the geometric series after the linear term
  have hrem : E₀ / (1 - -t) - E₀ * (1 - t) = E₀ * (t ^ 2 / (1 + t)) := by
    rw [sub_neg_eq_add]
    have hne := hpos.ne'
    field_simp
    ring
  rw [hrem, abs_mul, abs_of_nonneg (div_nonneg (sq_nonneg t) hpos.le)]
  exact mul_le_mul_of_nonneg_left (div_le_self (sq_nonneg t) (by linarith)) (abs_nonneg E₀)
```

Write $t=8\alpha/(9\pi)$. For $\alpha\ge0$, $m\ne0$ and any real $E_0$, the theorem says

$$\left|\frac{E_0}{1-\Pi(4m^2)}-E_0(1-t)\right|\le |E_0|\,t^2 .$$

Since $\Pi(4m^2)=-t$, the propagator factor is $1/(1+t)$, and

$$\frac1{1+t}-(1-t)=\frac{1-(1-t^2)}{1+t}=\frac{t^2}{1+t}\le t^2 .$$

For $E_0\neq0$, the first-order relative correction is therefore $-t$: vacuum polarization reduces the magnitude of the annihilation term. The proof replaces the long expression by `t` with `generalize`, proves the identity as `hrem`, and uses $1+t\ge1$ for the bound.

The bound can fail for negative $\alpha$. Take $E_0=1$, $m=1$ and the unphysical value $\alpha=-9\pi/16$, so that $t=-1/2$. The dressed energy is $2$ and the linear approximation is $3/2$. They differ by $1/2$, while the claimed bound would be $1/4$.

```lean
/-- For the tree-level annihilation energy `mα⁴/4`, the vacuum-polarization shift is
`-2mα⁵/(9π)`, up to an error of at most `16mα⁶/(81π²)`. -/
theorem positronium_annihilation_shift {α m : ℝ} (hα : 0 ≤ α) (hm : 0 < m) :
    |dressedAnnihilation (m * α ^ 4 / 4) α m - m * α ^ 4 / 4
        + 2 * m * α ^ 5 / (9 * Real.pi)| ≤ 16 * m * α ^ 6 / (81 * Real.pi ^ 2) := by
  have h := annihilation_relative_correction (m * α ^ 4 / 4) hα hm.ne'
  rw [abs_of_nonneg (by positivity : 0 ≤ m * α ^ 4 / 4)] at h
  convert h using 1
  · congr 1
    ring
  · ring

end

end VacuumPolarizationThreshold
```

For $\alpha\ge0$ and $m>0$, the tree value is now $E_0=m\alpha^4/4$, the one-photon annihilation contribution to the ground-state hyperfine splitting of positronium. It is inserted as an input. The first-order shift and the remainder bound become

$$-E_0t=-\frac{m\alpha^4}{4}\,\frac{8\alpha}{9\pi}=-\frac{2m\alpha^5}{9\pi},\qquad
E_0t^2=\frac{m\alpha^4}{4}\,\frac{64\alpha^2}{81\pi^2}=\frac{16m\alpha^6}{81\pi^2}.$$

The theorem bounds the distance between the actual shift in this model and the first expression by the second. Its proof specializes the preceding result; `convert` matches the two inequalities, and `ring` checks that their two sides agree.

The $\alpha^6$ bound concerns only the expansion of this one propagator factor. It does not estimate the complete $\alpha^6$ contribution to the splitting. Likewise, the full $\alpha^5$ contribution includes vertex corrections, two-photon annihilation and other terms absent from the model.

```lean
#print axioms VacuumPolarizationThreshold.thresholdIntegrand_unbounded
-- 'VacuumPolarizationThreshold.thresholdIntegrand_unbounded' depends on axioms: [propext, Classical.choice, Quot.sound]
#print axioms VacuumPolarizationThreshold.annihilation_relative_correction
-- 'VacuumPolarizationThreshold.annihilation_relative_correction' depends on axioms: [propext, Classical.choice, Quot.sound]
#print axioms VacuumPolarizationThreshold.positronium_annihilation_shift
-- 'VacuumPolarizationThreshold.positronium_annihilation_shift' depends on axioms: [propext, Classical.choice, Quot.sound]
```
